# Incompressible limit of the random-phase structure factor for a stable two-component polymer blend

Setting the compression modulus of a polymer blend to infinity at the outset breaks the matrix inversion that gives its structure factor. Every entry of the matrix to be inverted diverges, and the diverging part, a multiple of the all-ones matrix, has no inverse. Yet a nearly incompressible melt scatters neutrons with finite intensity, because its composition can fluctuate while its total density hardly does. One remedy is to invert at finite modulus $V$ and then let $V$ grow. Within the random-phase approximation, this gives a finite limit whenever the combination $g$ defined below is positive.

```lean
import Mathlib

open Matrix Filter Topology

namespace IncompressibleBlend

noncomputable section
```

## Two species at one wave vector

Fix a wave vector and measure energies in units of $k_BT$. Divide the chains of both species into segments of one common volume, and let the densities count these segments. Without interactions, chains of different species are uncorrelated, so the structure factor matrix is $S_0=\mathrm{diag}(s_1,s_2)$. Lean numbers the two species 0 and 1 in vectors and matrices, but the names $s_1,s_2$ keep the usual labels.

```lean
/-- Structure factor matrix of the two species without interactions. -/
def bareStructure (s₁ s₂ : ℝ) : Matrix (Fin 2) (Fin 2) ℝ := !![s₁, 0; 0, s₂]
```

The modulus $V$ penalises changes of the total density. The number $x$ is an extra repulsion between unlike species, usually written $\chi$ (up to a reference volume):

$$W=\begin{pmatrix}V&x+V\\x+V&V\end{pmatrix}.$$

```lean
/-- Interaction matrix: a compression modulus `V` acting on the total density, and a
cross interaction `x` between unlike species. -/
def interaction (x V : ℝ) : Matrix (Fin 2) (Fin 2) ℝ := !![V, x + V; x + V, V]
```

The random-phase approximation lets each species respond as free chains do, but to a field that includes the mean field of both species, its own among them. The structure factor matrix $S$ then obeys $S=S_0-S_0WS$. This equation is postulated. That a real blend obeys it, with strong fluctuations near demixing neglected, is the step the hypotheses leave to physics.

```lean
/-- The random-phase equation `S = S₀ - S₀ W S` for the structure factor matrix `S`. -/
def IsRPA (s₁ s₂ x V : ℝ) (S : Matrix (Fin 2) (Fin 2) ℝ) : Prop :=
  S = bareStructure s₁ s₂ - bareStructure s₁ s₂ * interaction x V * S
```

Multiplying by $S_0^{-1}$ from the left gives $(S_0^{-1}+W)S=1$, which suggests the stiffness matrix

$$M=S_0^{-1}+W=\begin{pmatrix}1/s_1+V&x+V\\x+V&1/s_2+V\end{pmatrix}.$$

```lean
/-- Stiffness matrix of the density fluctuations, for nonzero `s₁` and `s₂`. -/
def stiffness (s₁ s₂ x V : ℝ) : Matrix (Fin 2) (Fin 2) ℝ :=
  !![1 / s₁ + V, x + V; x + V, 1 / s₂ + V]
```

The limit is governed by $g=1/s_1+1/s_2-2x$. The code calls it `spinodalGap`, since in the incompressible limit its zero marks the limit of stability at this wave vector; it is an inverse structure factor, not an energy gap.

```lean
/-- The combination `g = 1/s₁ + 1/s₂ - 2x`, for nonzero `s₁` and `s₂`. -/
def spinodalGap (s₁ s₂ x : ℝ) : ℝ := 1 / s₁ + 1 / s₂ - 2 * x
```

The proposed limit is

$$S_\infty=\frac1g\begin{pmatrix}1&-1\\-1&1\end{pmatrix}.$$

Its rows sum to zero, so the total density does not fluctuate.

```lean
/-- The incompressible structure factor matrix `(1/g) [[1, -1], [-1, 1]]`, for nonzero `g`. -/
def incompressibleStructure (g : ℝ) : Matrix (Fin 2) (Fin 2) ℝ :=
  (1 / g) • !![1, -1; -1, 1]
```

## From the random-phase equation to a matrix inverse

For nonzero $s_1,s_2$ the multiplication by $S_0^{-1}$ can be undone. If $MS=1$, then
$$S=S_0S_0^{-1}S=S_0(MS)-S_0WS=S_0-S_0WS.$$
In the proof, `T` is $S_0^{-1}$, and the two `calc` blocks are the two directions of this argument.

```lean
/-- For nonzero bare structure factors, a matrix solves the random-phase equation exactly
when it is a right inverse of the stiffness matrix. -/
theorem isRPA_iff {s₁ s₂ : ℝ} (h₁ : s₁ ≠ 0) (h₂ : s₂ ≠ 0) (x V : ℝ)
    (S : Matrix (Fin 2) (Fin 2) ℝ) :
    IsRPA s₁ s₂ x V S ↔ stiffness s₁ s₂ x V * S = 1 := by
  -- the stiffness is the inverse bare structure factor plus the interaction
  obtain ⟨T, hT⟩ : ∃ T : Matrix (Fin 2) (Fin 2) ℝ, T = !![1 / s₁, 0; 0, 1 / s₂] := ⟨_, rfl⟩
  have hM : stiffness s₁ s₂ x V = T + interaction x V := by
    ext i j
    fin_cases i <;> fin_cases j <;> simp [stiffness, interaction, hT]
  have hTS : T * bareStructure s₁ s₂ = 1 := by
    ext i j
    fin_cases i <;> fin_cases j <;>
      simp [bareStructure, hT, Matrix.mul_apply, Fin.sum_univ_two, h₁, h₂]
  have hST : bareStructure s₁ s₂ * T = 1 := mul_eq_one_comm.1 hTS
  rw [hM]
  unfold IsRPA
  generalize bareStructure s₁ s₂ = B at *
  generalize interaction x V = W at *
  constructor
  · intro h
    have h' : T * S = 1 - W * S := by
      calc T * S = T * (B - B * W * S) := congrArg (fun Y => T * Y) h
        _ = T * B - (T * B) * W * S := by noncomm_ring
        _ = 1 - W * S := by rw [hTS, one_mul]
    rw [add_mul, h', sub_add_cancel]
  · intro h
    calc S = (B * T) * S := by rw [hST, one_mul]
      _ = B * ((T + W) * S) - B * W * S := by noncomm_ring
      _ = B - B * W * S := by rw [h, mul_one]
```

## The determinant grows only linearly

Expanding the determinant, the terms in $V^2$ cancel:

$$\begin{aligned}D=\det M&=(1/s_1+V)(1/s_2+V)-(x+V)^2\\&=\frac1{s_1s_2}-x^2+Vg.\end{aligned}$$

```lean
/-- The determinant of the stiffness matrix is linear in the compression modulus,
with slope `g`. -/
theorem det_stiffness (s₁ s₂ x V : ℝ) :
    (stiffness s₁ s₂ x V).det = (1 / (s₁ * s₂) - x ^ 2) + V * spinodalGap s₁ s₂ x := by
  rw [stiffness, Matrix.det_fin_two_of, spinodalGap]
  ring
```

For $g>0$ this linear function exceeds every bound as $V\to\infty$, so $M$ is invertible from some modulus onwards.

```lean
/-- If `g > 0`, the determinant of the stiffness matrix grows without bound with the
compression modulus. -/
theorem tendsto_det {s₁ s₂ x : ℝ} (hg : 0 < spinodalGap s₁ s₂ x) :
    Tendsto (fun V => (stiffness s₁ s₂ x V).det) atTop atTop := by
  simp only [det_stiffness]
  exact tendsto_atTop_add_const_left _ _ (tendsto_id.atTop_mul_const hg)
```

## An exact inverse at finite modulus

The two-by-two inverse is

$$M^{-1}=\frac1D\begin{pmatrix}1/s_2+V&-(x+V)\\-(x+V)&1/s_1+V\end{pmatrix}.$$

Write $a=1/s_1-x$ and $c=1/s_2-x$, so that $g=a+c$. Inserting $D$ gives

$$\begin{aligned}g(1/s_2+V)&=D+c^2,\\-g(x+V)&=-D+ac,\\g(1/s_1+V)&=D+a^2.\end{aligned}$$

Dividing by $gD$ separates the limit from the effect of finite compressibility:

$$M^{-1}=S_\infty+\frac1{gD}\begin{pmatrix}c^2&ac\\ac&a^2\end{pmatrix}.$$

The auxiliary statement `key` performs this division for one entry, and the four cases supply the identities above.

```lean
/-- At finite compression modulus, if `g` and the determinant of the stiffness matrix are
nonzero, the inverse stiffness is the incompressible structure factor plus an explicit
matrix divided by `g` times that determinant. -/
theorem inv_stiffness {s₁ s₂ x V : ℝ} (hg : spinodalGap s₁ s₂ x ≠ 0)
    (hD : (stiffness s₁ s₂ x V).det ≠ 0) :
    (stiffness s₁ s₂ x V)⁻¹ = incompressibleStructure (spinodalGap s₁ s₂ x) +
      (spinodalGap s₁ s₂ x * (stiffness s₁ s₂ x V).det)⁻¹ •
        !![(1 / s₂ - x) ^ 2, (1 / s₁ - x) * (1 / s₂ - x);
           (1 / s₁ - x) * (1 / s₂ - x), (1 / s₁ - x) ^ 2] := by
  have key : ∀ D g p q r : ℝ, D ≠ 0 → g ≠ 0 → g * p = D * q + r →
      D⁻¹ * p = 1 / g * q + (g * D)⁻¹ * r := by
    intro D g p q r hD hg h
    field_simp
    linear_combination h
  have hadj : (stiffness s₁ s₂ x V).adjugate =
      !![1 / s₂ + V, -(x + V); -(x + V), 1 / s₁ + V] := by
    rw [stiffness, Matrix.adjugate_fin_two_of]
  rw [Matrix.inv_def, Ring.inverse_eq_inv', hadj]
  -- compare the four entries
  ext i j
  fin_cases i <;> fin_cases j
  · exact key _ _ (1 / s₂ + V) 1 ((1 / s₂ - x) ^ 2) hD hg
      (by rw [det_stiffness, spinodalGap]; ring)
  · exact key _ _ (-(x + V)) (-1) ((1 / s₁ - x) * (1 / s₂ - x)) hD hg
      (by rw [det_stiffness, spinodalGap]; ring)
  · exact key _ _ (-(x + V)) (-1) ((1 / s₁ - x) * (1 / s₂ - x)) hD hg
      (by rw [det_stiffness, spinodalGap]; ring)
  · exact key _ _ (1 / s₁ + V) 1 ((1 / s₁ - x) ^ 2) hD hg
      (by rw [det_stiffness, spinodalGap]; ring)
```

## The incompressible limit

The correction has a fixed numerator, and $gD\to\infty$, so it vanishes and $M^{-1}\to S_\infty$.

The theorem assumes $s_1,s_2>0$ and $g>0$. Its first part, with `∀ᶠ V in atTop` meaning "for all sufficiently large $V$", says that $M$ is invertible and that $M^{-1}$ is the only solution of the random-phase equation. Its second part is the limit, entry by entry. It concerns one wave vector at a time and claims no uniformity over wave vectors. The proof takes a positive determinant from the growth of $D$, sends the correction to zero, and carries the limit over to the inverse by the exact formula.

For $s_1=s_2=1$ and $x=0$ everything is visible at once:

$$M^{-1}=\frac1{1+2V}\begin{pmatrix}1+V&-V\\-V&1+V\end{pmatrix}\to\frac12\begin{pmatrix}1&-1\\-1&1\end{pmatrix}.$$

With $x=1$ instead, $g=0$ and all four entries of $M$ equal $1+V$. The matrix is then singular at every $V$, so $g\neq0$ is needed.

Electronic-structure theory uses a random-phase equation of the same algebraic form for the density response of electrons; the result here concerns only a static, real two-by-two version.

```lean
/-- For `s₁, s₂ > 0` and `g > 0`, at every large compression modulus the stiffness matrix is
invertible and its inverse is the only solution of the random-phase equation; as the modulus
tends to infinity this solution tends to the incompressible structure factor. -/
theorem incompressible_limit {s₁ s₂ x : ℝ} (h₁ : 0 < s₁) (h₂ : 0 < s₂)
    (hg : 0 < spinodalGap s₁ s₂ x) :
    (∀ᶠ V in atTop, IsUnit (stiffness s₁ s₂ x V) ∧
      ∀ S, IsRPA s₁ s₂ x V S ↔ S = (stiffness s₁ s₂ x V)⁻¹) ∧
    Tendsto (fun V => (stiffness s₁ s₂ x V)⁻¹) atTop
      (𝓝 (incompressibleStructure (spinodalGap s₁ s₂ x))) := by
  have hpos := (tendsto_det hg).eventually_gt_atTop 0
  constructor
  · filter_upwards [hpos] with V hV
    have hu : IsUnit (stiffness s₁ s₂ x V).det := isUnit_iff_ne_zero.2 hV.ne'
    refine ⟨(Matrix.isUnit_iff_isUnit_det _).2 hu, fun S => ?_⟩
    rw [isRPA_iff h₁.ne' h₂.ne']
    constructor
    · intro h
      exact (Matrix.inv_eq_right_inv h).symm
    · intro h
      rw [h]
      exact Matrix.mul_nonsing_inv _ hu
  · -- the finite-compressibility correction vanishes
    have h0 := ((tendsto_det hg).const_mul_atTop hg).inv_tendsto_atTop
    have h := (h0.smul_const
      !![(1 / s₂ - x) ^ 2, (1 / s₁ - x) * (1 / s₂ - x);
         (1 / s₁ - x) * (1 / s₂ - x), (1 / s₁ - x) ^ 2]).const_add
      (incompressibleStructure (spinodalGap s₁ s₂ x))
    rw [zero_smul, add_zero] at h
    refine h.congr' ?_
    filter_upwards [hpos] with V hV
    exact (inv_stiffness hg.ne' hV.ne').symm
```

## Only the contrast scatters

With scattering lengths $b_0,b_1$ per segment the coherent intensity is $b^{\mathsf T}M^{-1}b$, up to instrumental prefactors. It is continuous in the matrix entries, so it tends to

$$b^{\mathsf T}S_\infty b=\frac{b_0^2-2b_0b_1+b_1^2}{g}=\frac{(b_0-b_1)^2}{g}.$$

For two species with equal scattering lengths per segment, the coherent intensity vanishes in this limit. In the proof, `hq` is the continuity and `hv` is the value at $S_\infty$.

```lean
/-- For `s₁, s₂ > 0` and `g > 0`, the intensity scattered by species with scattering lengths
`b 0` and `b 1` tends to `(b 0 - b 1)² / g` in the incompressible limit. -/
theorem scattering_contrast {s₁ s₂ x : ℝ} (h₁ : 0 < s₁) (h₂ : 0 < s₂)
    (hg : 0 < spinodalGap s₁ s₂ x) (b : Fin 2 → ℝ) :
    Tendsto (fun V => b ⬝ᵥ (stiffness s₁ s₂ x V)⁻¹ *ᵥ b) atTop
      (𝓝 ((b 0 - b 1) ^ 2 / spinodalGap s₁ s₂ x)) := by
  have hc : ∀ i j, Continuous (fun S : Matrix (Fin 2) (Fin 2) ℝ => S i j) :=
    fun i j => continuous_id.matrix_elem i j
  have hq : Continuous (fun S : Matrix (Fin 2) (Fin 2) ℝ => b ⬝ᵥ S *ᵥ b) := by
    simp only [dotProduct, Matrix.mulVec, Fin.sum_univ_two]
    exact (continuous_const.mul (((hc 0 0).mul continuous_const).add
      ((hc 0 1).mul continuous_const))).add (continuous_const.mul
      (((hc 1 0).mul continuous_const).add ((hc 1 1).mul continuous_const)))
  have hv : b ⬝ᵥ incompressibleStructure (spinodalGap s₁ s₂ x) *ᵥ b =
      (b 0 - b 1) ^ 2 / spinodalGap s₁ s₂ x := by
    simp [incompressibleStructure, Matrix.mulVec, dotProduct, Fin.sum_univ_two]
    ring
  rw [← hv]
  exact (hq.tendsto _).comp (incompressible_limit h₁ h₂ hg).2
```

## Stability and the sign of $g$

A density fluctuation $\varphi=(\varphi_0,\varphi_1)$ costs the quadratic energy below, which omits the customary factor $\tfrac12$:

$$\begin{aligned}E={}&(1/s_1+V)\varphi_0^2+2(x+V)\varphi_0\varphi_1\\&+(1/s_2+V)\varphi_1^2.\end{aligned}$$

```lean
/-- The quadratic energy of a density fluctuation `φ`, written out in its two components. -/
theorem fluctuation_energy (s₁ s₂ x V : ℝ) (φ : Fin 2 → ℝ) :
    φ ⬝ᵥ stiffness s₁ s₂ x V *ᵥ φ =
      (1 / s₁ + V) * φ 0 ^ 2 + 2 * (x + V) * (φ 0 * φ 1) + (1 / s₂ + V) * φ 1 ^ 2 := by
  simp [stiffness, Matrix.mulVec, dotProduct, Fin.sum_univ_two]
  ring
```

The composition fluctuation $(1,-1)$ leaves the total density unchanged. In its energy $V$ cancels, leaving $E=g$, or $g/2$ for the vector normalised to unit length. Stability at even one modulus therefore forces $g>0$.

Conversely, let $g>0$ and take $V$ so large that $D>0$ and $A=1/s_1+V>0$. Completing the square gives

$$AE=\bigl(A\varphi_0+(x+V)\varphi_1\bigr)^2+D\varphi_1^2.$$

This is positive if $\varphi_1\neq0$. If $\varphi_1=0$, then $E=A\varphi_0^2>0$ for a nonzero fluctuation. The proof makes the same case distinction, and its threshold for $V$ serves all fluctuations at once. The theorem puts no condition on $s_1,s_2$, but Lean sets $1/0=0$, so its physical reading is for positive values.

```lean
/-- Every nonzero density fluctuation costs positive energy at all large compression moduli
exactly when `g > 0`. -/
theorem stable_iff (s₁ s₂ x : ℝ) :
    (∀ᶠ V in atTop, ∀ φ : Fin 2 → ℝ, φ ≠ 0 → 0 < φ ⬝ᵥ stiffness s₁ s₂ x V *ᵥ φ) ↔
      0 < spinodalGap s₁ s₂ x := by
  constructor
  · intro h
    obtain ⟨V, hV⟩ := h.exists
    -- the composition fluctuation (1, -1) costs exactly g
    have h1 := hV ![1, -1] (fun h0 => one_ne_zero (α := ℝ) (congrFun h0 0))
    rw [fluctuation_energy] at h1
    have h2 : 0 < (1 / s₁ + V) * (1 : ℝ) ^ 2 + 2 * (x + V) * (1 * (-1)) +
        (1 / s₂ + V) * (-1) ^ 2 := h1
    unfold spinodalGap
    linarith
  · intro hg
    filter_upwards [(tendsto_det hg).eventually_gt_atTop 0,
      eventually_gt_atTop (-(1 / s₁))] with V hD hV φ hφ
    rw [stiffness, Matrix.det_fin_two_of] at hD
    rw [fluctuation_energy]
    have ha : 0 < 1 / s₁ + V := by linarith
    by_cases hq : φ 1 = 0
    · have hp : φ 0 ≠ 0 := by
        intro hp
        apply hφ
        funext i
        fin_cases i
        · exact hp
        · exact hq
      have h3 : 0 < (1 / s₁ + V) * φ 0 ^ 2 := by positivity
      rw [hq]
      linarith
    · -- complete the square
      have h3 := mul_pos hD (pow_pos (abs_pos.2 hq) 2)
      rw [sq_abs] at h3
      refine pos_of_mul_pos_right (a := 1 / s₁ + V) ?_ ha.le
      linarith [sq_nonneg ((1 / s₁ + V) * φ 0 + (x + V) * φ 1)]

end

end IncompressibleBlend
```

```lean
#print axioms IncompressibleBlend.incompressible_limit
#print axioms IncompressibleBlend.scattering_contrast
#print axioms IncompressibleBlend.stable_iff
```

```
'IncompressibleBlend.incompressible_limit' depends on axioms: [propext, Classical.choice, Quot.sound]
'IncompressibleBlend.scattering_contrast' depends on axioms: [propext, Classical.choice, Quot.sound]
'IncompressibleBlend.stable_iff' depends on axioms: [propext, Classical.choice, Quot.sound]
```
